# A multigrid restriction keeps every zero-sum residual zero-sum exactly when its column sums are equal

Take a periodic grid of two points with residual $(1,-1)$, and restrict it to one point by keeping the first value. The coarse source is $1$. On a one-point ring both neighbours of the point are the point itself, so the coarse Poisson equation reads $2u-u-u=h^2$, that is, $0=h^2$. For $h\ne0$ it has no solution. Averaging the two values instead gives source $0$, and the equation is solvable.

The two restrictions are the matrices $(1\;\;0)$ and $(\tfrac12\;\;\tfrac12)$. The first has unequal column sums, the second equal ones.

## Column sums decide the coarse total

Let $R_{ij}$ be a real restriction matrix, with $i$ running over coarse points and $j$ over fine points, and let $r_j$ be the fine residual. Then

$$\sum_i (Rr)_i=\sum_j s_j r_j,\qquad s_j=\sum_i R_{ij}.$$

Every zero-sum $r$ has a zero-sum image if and only if all $s_j$ are equal. If the coarse grid is a periodic ring with spacing $h\neq0$ and the three-point Laplacian, the same condition decides whether the coarse Poisson problem is solvable for every zero-sum $r$.

## The restriction step in a periodic Poisson solver

Real-space electronic-structure codes can solve a periodic Poisson equation for the electrostatic potential of a neutral cell; the solvability result here treats its one-dimensional, uniform-grid version. A two-grid cycle applies relaxation sweeps that smooth the error of the current potential, forms the residual, restricts it, solves the coarse equation for a correction, and interpolates that correction back.

Suppose the fine ring has $2M$ points, the source is the checkerboard $(-1)^j$, and the starting potential is zero. A damped Jacobi sweep with weight $2/3$ multiplies this residual by $-1/3$. After $k$ sweeps, injection, which keeps the even points, produces the constant source $(-1/3)^k$. It is smaller, but its total is still nonzero.

Full weighting uses $(r_{2i-1}+2r_{2i}+r_{2i+1})/4$ instead. All its column sums are $1/2$, and it sends the checkerboard to zero.

## From a dipole test to solvability

**Neutrality.** Exchanging the two sums gives the identity above. If $R$ preserves zero sums, test it with charge $+1$ at $j$ and $-1$ at $k$: the coarse total is $s_j-s_k$, so $s_j=s_k$. Conversely, if every $s_j$ equals $s$, the coarse total is $s\sum_j r_j=0$.

**Necessity for Poisson.** On a ring of $N\ge1$ points, write

$$(Au)_i=2u_i-u_{i+1}-u_{i-1},\qquad Au=h^2f.$$

Shifting the index does not change a sum over the ring, so $\sum_i(Au)_i=0$. A solution therefore forces $h^2\sum_i f_i=0$, and $h\ne0$ gives $\sum_i f_i=0$.

**The null space.** The same shifts give

$$\sum_i u_i(Au)_i=2\sum_i u_i^2-2\sum_i u_iu_{i+1}=\sum_i(u_{i+1}-u_i)^2.$$

If $Au=0$, every squared difference vanishes, so $u$ is constant.

**Sufficiency.** Define $(Tu)_i=(Au)_i+S$ with $S=\sum_j u_j$. Summing over $i$ gives $\sum_i(Tu)_i=NS$. If $Tu=0$, then $S=0$, hence $Au=0$ and $u$ is constant; a constant with zero sum is zero. So $T$ is injective and, in finite dimension, surjective. For a zero-sum $f$, solve $Tu=h^2f$. Summing gives $NS=0$, so $S=0$ and $Au=h^2f$.

**Transposed interpolation.** If $P$ reproduces constants, $\sum_i P_{ji}=1$ for every fine point $j$. Then $R=cP^{\mathsf T}$ has all column sums equal to $c$, and the coarse problem is solvable for every zero-sum residual.

**Injection.** On $2M$ points, $M\ge1$, a shift by one reverses every sign of the checkerboard, including across the periodic boundary. Its sum equals its own negative and is zero. The even values are all $1$, so the injected source has total $M\ne0$.

## The Lean file

```lean
import Mathlib

open Matrix

namespace MultigridNeutrality

/-- The three-point stencil of minus the Laplacian on a periodic ring of `N` points,
without the factor `1/h²`. -/
def stencil (N : ℕ) : (ZMod N → ℝ) →ₗ[ℝ] (ZMod N → ℝ) where
  toFun u i := 2 * u i - u (i + 1) - u (i - 1)
  map_add' u v := by
    ext i
    simp only [Pi.add_apply]
    ring
  map_smul' c u := by
    ext i
    simp only [Pi.smul_apply, smul_eq_mul, RingHom.id_apply]
    ring

/-- The periodic Poisson problem with source `f` and grid spacing `h` has a solution `u`;
the equation is multiplied through by `h²`. -/
def PoissonSolvable {N : ℕ} (h : ℝ) (f : ZMod N → ℝ) : Prop :=
  ∃ u : ZMod N → ℝ, ∀ i, stencil N u i = h ^ 2 * f i

/-- Injection from a ring of `2M` points to a ring of `M` points: coarse point `i` takes
the value at fine point `2i`. -/
def injection (M : ℕ) : Matrix (ZMod M) (ZMod (2 * M)) ℝ :=
  Matrix.of fun i j => if j = ((2 * i.val : ℕ) : ZMod (2 * M)) then 1 else 0

/-- The checkerboard residual `+1, -1, +1, -1, …` on a ring of `2M` points. -/
def checkerboard (M : ℕ) (j : ZMod (2 * M)) : ℝ := (-1) ^ j.val

/-- The total of a restricted residual is the sum of the fine residual weighted by the column sums
of the restriction matrix. -/
theorem sum_restrict {C F : Type*} [Fintype C] [Fintype F] (R : Matrix C F ℝ) (r : F → ℝ) :
    ∑ i, (R *ᵥ r) i = ∑ j, (∑ i, R i j) * r j := by
  simp only [Matrix.mulVec, dotProduct, Finset.sum_mul]
  exact Finset.sum_comm

/-- A restriction maps every zero-sum residual to a zero-sum coarse residual if and only if
all its column sums are equal. -/
theorem preserves_neutrality_iff {C F : Type*} [Fintype C] [Fintype F] (R : Matrix C F ℝ) :
    (∀ r : F → ℝ, ∑ j, r j = 0 → ∑ i, (R *ᵥ r) i = 0) ↔
      ∀ j k, ∑ i, R i j = ∑ i, R i k := by
  classical
  constructor
  · intro h j k
    -- test with a unit charge at `j` and the opposite charge at `k`
    have key := h (Pi.single j (1 : ℝ) - Pi.single k (1 : ℝ))
      (by simp [Finset.sum_sub_distrib, Pi.single_apply])
    rw [sum_restrict] at key
    simp [mul_sub, Finset.sum_sub_distrib, Pi.single_apply] at key
    linarith
  · intro h r hr
    rw [sum_restrict]
    rcases isEmpty_or_nonempty F with hF | ⟨⟨k⟩⟩
    · simp
    · rw [Finset.sum_congr rfl (fun j _ => by rw [h j k]), ← Finset.mul_sum, hr, mul_zero]

variable {N : ℕ} [NeZero N]

/-- The periodic stencil applied to any potential sums to zero over the ring. -/
theorem sum_stencil (u : ZMod N → ℝ) : ∑ i, stencil N u i = 0 := by
  have h1 : ∑ i, u (i + 1) = ∑ i, u i := Equiv.sum_comp (Equiv.addRight (1 : ZMod N)) u
  have h2 : ∑ i, u (i - 1) = ∑ i, u i := Equiv.sum_comp (Equiv.subRight (1 : ZMod N)) u
  change ∑ i, (2 * u i - u (i + 1) - u (i - 1)) = 0
  rw [Finset.sum_sub_distrib, Finset.sum_sub_distrib, ← Finset.mul_sum, h1, h2]
  ring

/-- Summation by parts: the sum of `u i * stencil N u i` over the ring is the sum of the squared
nearest-neighbour differences. -/
theorem energy_identity (u : ZMod N → ℝ) :
    ∑ i, u i * stencil N u i = ∑ i, (u (i + 1) - u i) ^ 2 := by
  have h1 : ∑ i, u (i + 1) ^ 2 = ∑ i, u i ^ 2 :=
    Equiv.sum_comp (Equiv.addRight (1 : ZMod N)) (fun i => u i ^ 2)
  have h2 : ∑ i, u i * u (i - 1) = ∑ i, u (i + 1) * u i := by
    have := Equiv.sum_comp (Equiv.subRight (1 : ZMod N)) (fun i => u (i + 1) * u i)
    simpa only [Equiv.subRight_apply, sub_add_cancel] using this
  calc ∑ i, u i * stencil N u i
      = 2 * ∑ i, u i ^ 2 - ∑ i, u (i + 1) * u i - ∑ i, u i * u (i - 1) := by
        rw [Finset.mul_sum, ← Finset.sum_sub_distrib, ← Finset.sum_sub_distrib]
        refine Finset.sum_congr rfl fun i _ => ?_
        change u i * (2 * u i - u (i + 1) - u (i - 1)) = _
        ring
    _ = ∑ i, u (i + 1) ^ 2 - 2 * ∑ i, u (i + 1) * u i + ∑ i, u i ^ 2 := by
        linarith
    _ = ∑ i, (u (i + 1) - u i) ^ 2 := by
        rw [Finset.mul_sum, ← Finset.sum_sub_distrib, ← Finset.sum_add_distrib]
        exact Finset.sum_congr rfl fun i _ => by ring

/-- A potential annihilated by the periodic stencil is constant. -/
theorem constant_of_stencil_eq_zero {u : ZMod N → ℝ} (hu : stencil N u = 0) (i : ZMod N) :
    u i = u 0 := by
  have hE : ∑ i, (u (i + 1) - u i) ^ 2 = 0 := by
    rw [← energy_identity, hu]
    simp
  have hs : ∀ i, u (i + 1) = u i := fun i => by
    have := (Finset.sum_eq_zero_iff_of_nonneg (fun i _ => sq_nonneg _)).1 hE i
      (Finset.mem_univ i)
    exact sub_eq_zero.1 ((pow_eq_zero_iff two_ne_zero).1 this)
  have hn : ∀ n : ℕ, u (n : ZMod N) = u 0 := by
    intro n
    induction n with
    | zero => simp
    | succ n ih => rw [Nat.cast_succ, hs, ih]
  rw [← ZMod.natCast_zmod_val i]
  exact hn _

/-- The periodic Poisson problem is solvable for every source of zero sum. -/
theorem solvable_of_neutral (h : ℝ) {f : ZMod N → ℝ} (hf : ∑ i, f i = 0) :
    PoissonSolvable h f := by
  -- adding the total of `u` to the stencil removes the constant null vector
  let T : (ZMod N → ℝ) →ₗ[ℝ] (ZMod N → ℝ) :=
    { toFun := fun u i => stencil N u i + ∑ j, u j
      map_add' := by
        intro u v
        ext i
        simp only [map_add, Pi.add_apply, Finset.sum_add_distrib]
        ring
      map_smul' := by
        intro c u
        ext i
        simp only [map_smul, Pi.smul_apply, smul_eq_mul, RingHom.id_apply, ← Finset.mul_sum]
        ring }
  have hN : (N : ℝ) ≠ 0 := Nat.cast_ne_zero.2 (NeZero.ne N)
  have key : ∀ u, ∑ i, T u i = 0 → ∑ j, u j = 0 := by
    intro u hu
    have h0 : ∑ i : ZMod N, (stencil N u i + ∑ j, u j) = 0 := hu
    rw [Finset.sum_add_distrib, sum_stencil, zero_add, Finset.sum_const, Finset.card_univ,
      ZMod.card, nsmul_eq_mul] at h0
    exact (mul_eq_zero.1 h0).resolve_left hN
  have hinj : Function.Injective T := by
    rw [injective_iff_map_eq_zero]
    intro u hu
    have hs := key u (by rw [hu]; simp)
    have hk : stencil N u = 0 := by
      ext i
      have h0 : stencil N u i + ∑ j, u j = 0 := congrFun hu i
      rwa [hs, add_zero] at h0
    have hc := constant_of_stencil_eq_zero hk
    rw [Finset.sum_congr rfl (fun i _ => hc i), Finset.sum_const, Finset.card_univ,
      ZMod.card, nsmul_eq_mul] at hs
    ext i
    rw [hc i]
    exact (mul_eq_zero.1 hs).resolve_left hN
  -- in finite dimension an injective operator is surjective
  obtain ⟨u, hu⟩ := LinearMap.injective_iff_surjective.1 hinj (fun i => h ^ 2 * f i)
  have hs := key u (by simp only [hu, ← Finset.mul_sum, hf, mul_zero])
  refine ⟨u, fun i => ?_⟩
  have h0 : stencil N u i + ∑ j, u j = h ^ 2 * f i := congrFun hu i
  rwa [hs, add_zero] at h0

/-- For nonzero grid spacing, the periodic Poisson problem is solvable if and only if its
source sums to zero. -/
theorem solvable_iff_neutral {h : ℝ} (hh : h ≠ 0) (f : ZMod N → ℝ) :
    PoissonSolvable h f ↔ ∑ i, f i = 0 := by
  refine ⟨fun ⟨u, hu⟩ => ?_, solvable_of_neutral h⟩
  have h0 := sum_stencil u
  rw [Finset.sum_congr rfl (fun i _ => hu i), ← Finset.mul_sum] at h0
  exact (mul_eq_zero.1 h0).resolve_left (pow_ne_zero 2 hh)

/-- For nonzero coarse spacing, the coarse periodic Poisson problem is solvable for every
zero-sum fine residual if and only if all column sums of the restriction are equal. -/
theorem coarse_solvable_iff {F : Type*} [Fintype F] {h : ℝ} (hh : h ≠ 0)
    (R : Matrix (ZMod N) F ℝ) :
    (∀ r : F → ℝ, ∑ j, r j = 0 → PoissonSolvable h (R *ᵥ r)) ↔
      ∀ j k, ∑ i, R i j = ∑ i, R i k := by
  simp only [solvable_iff_neutral hh]
  exact preserves_neutrality_iff R

/-- If an interpolation `P` reproduces constants, restriction by any multiple of its transpose
gives a solvable coarse Poisson problem for every zero-sum fine residual. -/
theorem transpose_restriction_solvable {F : Type*} [Fintype F] (h c : ℝ)
    (P : Matrix F (ZMod N) ℝ) (hP : ∀ j, ∑ i, P j i = 1) {r : F → ℝ} (hr : ∑ j, r j = 0) :
    PoissonSolvable h ((c • Pᵀ) *ᵥ r) := by
  have hc : ∀ j, ∑ i, (c • Pᵀ) i j = c := fun j => by
    simp only [Matrix.smul_apply, Matrix.transpose_apply, smul_eq_mul, ← Finset.mul_sum,
      hP j, mul_one]
  exact solvable_of_neutral h
    ((preserves_neutrality_iff _).2 (fun j k => by rw [hc j, hc k]) r hr)

/-- On a ring of `2M` points, `M ≥ 1`, the checkerboard sums to zero, injection sends it to the
constant `1`, and the coarse Poisson problem with nonzero spacing then has no solution. -/
theorem injection_fails (M : ℕ) [NeZero M] {h : ℝ} (hh : h ≠ 0) :
    ∑ j, checkerboard M j = 0 ∧ injection M *ᵥ checkerboard M = (fun _ => 1) ∧
      ¬ PoissonSolvable h (injection M *ᵥ checkerboard M) := by
  have hconst : injection M *ᵥ checkerboard M = (fun _ => 1) := by
    funext i
    have hi : (injection M *ᵥ checkerboard M) i
        = checkerboard M ((2 * i.val : ℕ) : ZMod (2 * M)) := by
      simp only [injection, Matrix.mulVec, dotProduct, Matrix.of_apply, ite_mul, one_mul,
        zero_mul, Finset.sum_ite_eq', Finset.mem_univ, if_true]
    have hlt : 2 * i.val < 2 * M := by
      have := ZMod.val_lt i
      omega
    rw [hi, checkerboard, ZMod.val_natCast_of_lt hlt, pow_mul]
    norm_num
  refine ⟨?_, hconst, ?_⟩
  · -- a shift by one point reverses every sign
    have hflip : ∀ j, checkerboard M (j + 1) = -checkerboard M j := fun j => by
      have hp : (j + 1).val % 2 = (j.val + 1) % 2 := by
        rw [ZMod.val_add, ZMod.val_one_eq_one_mod, Nat.add_mod_mod,
          Nat.mod_mod_of_dvd _ (dvd_mul_right 2 M)]
      unfold checkerboard
      rw [neg_one_pow_eq_pow_mod_two, hp, ← neg_one_pow_eq_pow_mod_two, pow_succ]
      ring
    have hshift : ∑ j, checkerboard M (j + 1) = ∑ j, checkerboard M j :=
      Equiv.sum_comp (Equiv.addRight (1 : ZMod (2 * M))) (checkerboard M)
    rw [Finset.sum_congr rfl (fun j _ => hflip j), Finset.sum_neg_distrib] at hshift
    linarith
  · rw [solvable_iff_neutral hh, hconst]
    simp [NeZero.ne M]

end MultigridNeutrality
```

```lean
#print axioms MultigridNeutrality.preserves_neutrality_iff
-- 'MultigridNeutrality.preserves_neutrality_iff' depends on axioms: [propext, Classical.choice, Quot.sound]
#print axioms MultigridNeutrality.coarse_solvable_iff
-- 'MultigridNeutrality.coarse_solvable_iff' depends on axioms: [propext, Classical.choice, Quot.sound]
#print axioms MultigridNeutrality.transpose_restriction_solvable
-- 'MultigridNeutrality.transpose_restriction_solvable' depends on axioms: [propext, Classical.choice, Quot.sound]
#print axioms MultigridNeutrality.injection_fails
-- 'MultigridNeutrality.injection_fails' depends on axioms: [propext, Classical.choice, Quot.sound]
```

## What the Lean statements fix and where they stop

For `N ≥ 1`, `ZMod N` is the periodic ring of `N` points; `NeZero N` excludes `N = 0`, for which `ZMod 0` is the infinite set of integers. `stencil` is $A$, a discretised minus Laplacian without the factor $1/h^2$. `PoissonSolvable h f` says that some potential satisfies $Au=h^2f$; physical constants such as $4\pi$ belong in `f`. At $h=0$ the potential $u=0$ solves this equation for any source, which is why the two solvability equivalences assume `h ≠ 0`.

`preserves_neutrality_iff` allows any finite index types `C` and `F`, so it applies to three-dimensional grids as well. Its proof builds the dipole from two `Pi.single` vectors and rewrites the total with `sum_restrict`. `coarse_solvable_iff` keeps the fine grid arbitrary but makes the coarse grid a ring; it replaces solvability by neutrality through `solvable_iff_neutral` and then applies the first equivalence.

In `sum_stencil` and `energy_identity`, `Equiv.sum_comp` performs the index shifts. `constant_of_stencil_eq_zero` carries equality from neighbour to neighbour by induction. `solvable_of_neutral` constructs `T` and obtains the solution from `LinearMap.injective_iff_surjective`.

`transpose_restriction_solvable` takes the row sums of `P` as the hypothesis `hP` and computes the column sums of `c • Pᵀ`. `injection_fails` proves three things together: the checkerboard is neutral, its injected image is the constant `1`, and the coarse problem has no solution. Parity modulo 2 handles the sign change at the periodic boundary.

The solvability theorems concern real arithmetic and this one-dimensional stencil. They give no convergence rate for a multigrid cycle, no bound on rounding errors, and no criterion for other boundary conditions. Unequal column sums mean that some neutral residual fails, not that every one does: the zero residual is always harmless.
